# For Ba² > 8, every kinetic energy on a finite four-neighbour grid lies below the Landau minimum B/2

Before a grid calculation in a strong magnetic field $B$, one has to choose the spacing $a$. For a spinless particle with kinetic energy only, on a finite grid with at most four neighbours per site and the field entering through phases on the links, a spacing with $Ba^2>8$ is too coarse: every grid energy lies below $B/2$, the lowest energy in the continuous, unbounded plane with a uniform field. Units are $\hbar=m=e=1$. The condition only rules spacings out. At $Ba^2=2\pi$, the phases of a uniform field already multiply to one around each square cell, as they do without a field.

## Grid, phases and energy

```lean
import Mathlib

open ComplexConjugate

namespace StrongFieldGrid

noncomputable section

variable {V : Type*} [Fintype V]
```

`V` is the finite set of sites.

```lean
/-- Link phases on the edges of a grid: each has modulus one, and reversing a link
conjugates its phase. -/
structure IsLinkField (G : SimpleGraph V) (U : V → V → ℂ) : Prop where
  unit : ∀ i j, G.Adj i j → ‖U i j‖ = 1
  reverse : ∀ i j, G.Adj i j → U j i = conj (U i j)
```

`G` says which sites are neighbours. The letter $U$ is a link phase, not a potential: $|U_{ij}|=1$ and $U_{ji}=\overline{U_{ij}}$. In a magnetic field, $U_{ij}$ carries the line integral of the vector potential along the link. No particular field is imposed, so the bounds hold for all such phases.

```lean
/-- The kinetic form `1/(2a²) ∑ |v_i - U_ij v_j|²` over the edges, for link phases `U` and spacing
`a ≠ 0`. The edge sum is written as half the sum over ordered pairs of neighbours. -/
def gridEnergy (G : SimpleGraph V) [DecidableRel G.Adj] (U : V → V → ℂ) (a : ℝ)
    (v : V → ℂ) : ℝ :=
  1 / (2 * a ^ 2) * (1 / 2 * ∑ i, ∑ j ∈ G.neighborFinset i, ‖v i - U i j * v j‖ ^ 2)
```

With $v_i$ the wave function at site $i$, this is
$$\mathcal E_U(v)=\frac1{4a^2}\sum_i\sum_{j\sim i}|v_i-U_{ij}v_j|^2 .$$
Each edge is counted twice, hence the extra factor ½.

```lean
/-- The grid Hamiltonian `(H v)_i = 1/(2a²) ∑_j (v_i - U_ij v_j)`, summed over the
neighbours `j` of `i`, for spacing `a ≠ 0`. -/
def gridHamiltonian (G : SimpleGraph V) [DecidableRel G.Adj] (U : V → V → ℂ) (a : ℝ)
    (v : V → ℂ) (i : V) : ℂ :=
  ((1 / (2 * a ^ 2) : ℝ) : ℂ) * ∑ j ∈ G.neighborFinset i, (v i - U i j * v j)
```

At a site of a square grid with all four neighbours, this is the usual finite-difference form of $-\tfrac12\nabla^2$, with phases on the links. At the edge of a finite grid the missing links are left out, which is a free boundary. In the continuum, a free boundary can itself bring energies below $B/2$, while a hard wall cannot. On the grid, a hard wall would add $\frac{4-\deg(i)}{2a^2}|v_i|^2$ to the energy at each site, where $\deg(i)$ is the number of neighbours; the bound $4/a^2$ derived below survives this, since $\frac{\deg(i)}{a^2}+\frac{4-\deg(i)}{2a^2}\le\frac4{a^2}$.

## The upper bound

```lean
/-- A sum over all directed links is unchanged when every link is reversed. -/
theorem sum_links_reverse {R : Type*} [AddCommMonoid R] (G : SimpleGraph V)
    [DecidableRel G.Adj] (f : V → V → R) :
    ∑ i, ∑ j ∈ G.neighborFinset i, f i j = ∑ i, ∑ j ∈ G.neighborFinset i, f j i := by
  apply Finset.sum_comm'
  intro x y
  simp only [Finset.mem_univ, true_and, and_true, SimpleGraph.mem_neighborFinset]
  exact G.adj_comm x y
```

Every link occurs in both directions, so $i$ and $j$ may be swapped in the double sum.

```lean
/-- The energies for link phases `U` and `-U` add up to the norm weighted by the
number of neighbours, divided by `a²`. -/
theorem gridEnergy_add_neg (G : SimpleGraph V) [DecidableRel G.Adj] {U : V → V → ℂ}
    (hU : IsLinkField G U) (a : ℝ) (v : V → ℂ) :
    gridEnergy G U a v + gridEnergy G (-U) a v
      = 1 / a ^ 2 * ∑ i, (G.degree i : ℝ) * ‖v i‖ ^ 2 := by
  have para : ∀ x y : ℂ, ‖x - y‖ ^ 2 + ‖x + y‖ ^ 2 = 2 * ‖x‖ ^ 2 + 2 * ‖y‖ ^ 2 := by
    intro x y
    simp only [Complex.sq_norm, Complex.normSq_apply, Complex.sub_re, Complex.sub_im,
      Complex.add_re, Complex.add_im]
    ring
  have hdeg : ∑ i, ∑ _j ∈ G.neighborFinset i, ‖v i‖ ^ 2
      = ∑ i, (G.degree i : ℝ) * ‖v i‖ ^ 2 := by
    simp only [Finset.sum_const, SimpleGraph.card_neighborFinset_eq_degree, nsmul_eq_mul]
  have hrev := sum_links_reverse G (fun i _ => ‖v i‖ ^ 2)
  -- the parallelogram law on each link
  have hsum : ∑ i, ∑ j ∈ G.neighborFinset i, ‖v i - U i j * v j‖ ^ 2
      + ∑ i, ∑ j ∈ G.neighborFinset i, ‖v i - (-U) i j * v j‖ ^ 2
      = 2 * ∑ i, ∑ _j ∈ G.neighborFinset i, ‖v i‖ ^ 2
        + 2 * ∑ i, ∑ j ∈ G.neighborFinset i, ‖v j‖ ^ 2 := by
    simp only [Finset.mul_sum, ← Finset.sum_add_distrib]
    refine Finset.sum_congr rfl fun i _ => Finset.sum_congr rfl fun j hj => ?_
    have h1 := hU.unit i j ((G.mem_neighborFinset i j).mp hj)
    have h2 := para (v i) (U i j * v j)
    rw [norm_mul, h1, one_mul] at h2
    rw [Pi.neg_apply, Pi.neg_apply, neg_mul, sub_neg_eq_add]
    exact h2
  rw [← hrev, hdeg] at hsum
  unfold gridEnergy
  linear_combination (1 / (2 * a ^ 2) * (1 / 2)) * hsum
```

Replace every $U_{ij}$ by $-U_{ij}$. On each link the parallelogram law gives
$$|v_i-U_{ij}v_j|^2+|v_i+U_{ij}v_j|^2=2|v_i|^2+2|v_j|^2 .$$
Summing over ordered pairs gives $4\sum_i \deg(i)\,|v_i|^2$, by the swap above, and therefore
$$\mathcal E_U(v)+\mathcal E_{-U}(v)=\frac1{a^2}\sum_i\deg(i)\,|v_i|^2 .$$
In the code, `para` is the parallelogram law and `hsum` its sum.

```lean
/-- The kinetic form is nonnegative. -/
theorem gridEnergy_nonneg (G : SimpleGraph V) [DecidableRel G.Adj] (U : V → V → ℂ)
    (a : ℝ) (v : V → ℂ) : 0 ≤ gridEnergy G U a v := by
  unfold gridEnergy
  positivity
```

A sum of squares is nonnegative.

```lean
/-- If every site has at most `d` neighbours, the kinetic form is at most
`(d/a²) ‖v‖²`, whatever the link phases. -/
theorem gridEnergy_le (G : SimpleGraph V) [DecidableRel G.Adj] {U : V → V → ℂ}
    (hU : IsLinkField G U) {d : ℕ} (hd : ∀ i, G.degree i ≤ d) (a : ℝ) (v : V → ℂ) :
    gridEnergy G U a v ≤ d / a ^ 2 * ∑ i, ‖v i‖ ^ 2 := by
  have h1 := gridEnergy_add_neg G hU a v
  have h2 := gridEnergy_nonneg G (-U) a v
  have h3 : ∑ i, (G.degree i : ℝ) * ‖v i‖ ^ 2 ≤ ∑ i, (d : ℝ) * ‖v i‖ ^ 2 :=
    Finset.sum_le_sum fun i _ =>
      mul_le_mul_of_nonneg_right (Nat.cast_le.mpr (hd i)) (sq_nonneg _)
  have h4 := mul_le_mul_of_nonneg_left h3 (show 0 ≤ 1 / a ^ 2 by positivity)
  rw [← Finset.mul_sum] at h4
  calc gridEnergy G U a v ≤ 1 / a ^ 2 * (d * ∑ i, ‖v i‖ ^ 2) := by linarith
    _ = d / a ^ 2 * ∑ i, ‖v i‖ ^ 2 := by ring
```

Dropping $\mathcal E_{-U}\ge0$ and using $\deg(i)\le d$ leaves $\mathcal E_U(v)\le (d/a^2)\|v\|^2$, where $\|v\|^2=\sum_i|v_i|^2$.

```lean
/-- For link phases `U`, the inner product `⟨v, H v⟩` with the grid Hamiltonian `H` is the kinetic
form of `v`. -/
theorem expectation_gridHamiltonian (G : SimpleGraph V) [DecidableRel G.Adj]
    {U : V → V → ℂ} (hU : IsLinkField G U) (a : ℝ) (v : V → ℂ) :
    ∑ i, conj (v i) * gridHamiltonian G U a v i = (gridEnergy G U a v : ℂ) := by
  have hrev := sum_links_reverse G (fun i j => conj (v i) * (v i - U i j * v j))
  -- the two directions of a link together give its squared difference
  have hS : ∑ i, ∑ j ∈ G.neighborFinset i, conj (v i) * (v i - U i j * v j)
      + ∑ i, ∑ j ∈ G.neighborFinset i, conj (v j) * (v j - U j i * v i)
      = ((∑ i, ∑ j ∈ G.neighborFinset i, ‖v i - U i j * v j‖ ^ 2 : ℝ) : ℂ) := by
    simp only [Complex.ofReal_sum, ← Finset.sum_add_distrib]
    refine Finset.sum_congr rfl fun i _ => Finset.sum_congr rfl fun j hj => ?_
    have hij := (G.mem_neighborFinset i j).mp hj
    have h1 : U i j * conj (U i j) = 1 := by
      rw [Complex.mul_conj, Complex.normSq_eq_norm_sq, hU.unit i j hij]
      norm_num
    rw [hU.reverse i j hij, Complex.sq_norm, ← Complex.mul_conj, map_sub, map_mul]
    linear_combination (-(conj (v j) * v j)) * h1
  rw [← hrev] at hS
  have hT : ∑ i, conj (v i) * gridHamiltonian G U a v i = ((1 / (2 * a ^ 2) : ℝ) : ℂ)
      * ∑ i, ∑ j ∈ G.neighborFinset i, conj (v i) * (v i - U i j * v j) := by
    rw [Finset.mul_sum]
    refine Finset.sum_congr rfl fun i _ => ?_
    rw [gridHamiltonian, mul_left_comm, Finset.mul_sum]
  rw [hT, gridEnergy, Complex.ofReal_mul, Complex.ofReal_mul, ← hS]
  push_cast
  ring
```

To connect the form with the Hamiltonian, add the two directions of a link:
$$\bar v_i(v_i-U_{ij}v_j)+\bar v_j(v_j-\overline{U_{ij}}v_i)=|v_i-U_{ij}v_j|^2 .$$
Summed over ordered pairs, the left side is twice the sum in $\langle v,Hv\rangle$, so $\langle v,Hv\rangle=\mathcal E_U(v)$.

```lean
/-- For link phases `U` on a grid with at most four neighbours per site and `B a² > 8`, every
eigenvalue of the grid Hamiltonian is real and lies below `B/2` (units `ħ = m = e = 1`). -/
theorem grid_eigenvalue_lt_landau (G : SimpleGraph V) [DecidableRel G.Adj]
    {U : V → V → ℂ} (hU : IsLinkField G U) (hd : ∀ i, G.degree i ≤ 4) {a B : ℝ}
    (hB : 8 < B * a ^ 2) {v : V → ℂ} (hv : v ≠ 0) {E : ℂ}
    (hE : ∀ i, gridHamiltonian G U a v i = E * v i) : E.im = 0 ∧ E.re < B / 2 := by
  have ha : 0 < a ^ 2 := lt_of_le_of_ne (sq_nonneg a) (by
    intro h
    rw [← h] at hB
    linarith)
  have hN : 0 < ∑ i, ‖v i‖ ^ 2 := by
    obtain ⟨i, hi⟩ := Function.ne_iff.mp hv
    have hi' : 0 < ‖v i‖ := norm_pos_iff.mpr hi
    exact Finset.sum_pos' (fun _ _ => sq_nonneg _) ⟨i, Finset.mem_univ i, pow_pos hi' 2⟩
  -- the eigenvalue times the squared norm is the kinetic form
  have hEN : E * ((∑ i, ‖v i‖ ^ 2 : ℝ) : ℂ) = (gridEnergy G U a v : ℂ) := by
    rw [← expectation_gridHamiltonian G hU a v, Complex.ofReal_sum, Finset.mul_sum]
    refine Finset.sum_congr rfl fun i _ => ?_
    rw [hE i, Complex.sq_norm, ← Complex.mul_conj]
    ring
  have hre := congrArg Complex.re hEN
  have him := congrArg Complex.im hEN
  rw [Complex.re_mul_ofReal, Complex.ofReal_re] at hre
  rw [Complex.im_mul_ofReal, Complex.ofReal_im] at him
  have hle := gridEnergy_le G hU hd a v
  rw [← hre, Nat.cast_ofNat] at hle
  have hlt : 4 / a ^ 2 < B / 2 := by
    rw [div_lt_div_iff₀ ha two_pos]
    linarith
  exact ⟨(mul_eq_zero.mp him).resolve_right hN.ne',
    (le_of_mul_le_mul_right hle hN).trans_lt hlt⟩
```

The hypotheses `hv` and `hE` say that $v\ne0$ and $Hv=Ev$, with $E$ allowed to be complex. Then $E\|v\|^2=\mathcal E_U(v)$ is real, so $E$ is real, and
$$E\le \frac4{a^2}<\frac B2 ,$$
where the last inequality is $Ba^2>8$ rearranged.

## A state that reaches 4/a²

```lean
/-- The periodic 4 × 4 square grid. -/
def torus : SimpleGraph (Fin 4 × Fin 4) :=
  SimpleGraph.fromRel fun p q => q = (p.1 + 1, p.2) ∨ q = (p.1, p.2 + 1)
```

Sites are pairs of integers modulo 4, joined by unit steps; `p` and `q` are sites, not momenta.

```lean
instance : DecidableRel torus.Adj := fun p q =>
  decidable_of_iff (p ≠ q ∧ ((q = (p.1 + 1, p.2) ∨ q = (p.1, p.2 + 1)) ∨
    (p = (q.1 + 1, q.2) ∨ p = (q.1, q.2 + 1)))) Iff.rfl
```

This lets Lean decide by computation whether two sites are neighbours.

```lean
/-- The checkerboard state, with amplitudes `1` and `-1` on alternate sites. -/
def checkerboard (p : Fin 4 × Fin 4) : ℂ :=
  if (p.1.val + p.2.val) % 2 = 0 then 1 else -1
```

The amplitudes alternate in sign. The state is unnormalised, with $\|v\|^2=16$.

```lean
/-- On the periodic 4 × 4 grid with all link phases equal to one, the checkerboard state
has kinetic form exactly `(4/a²) ‖v‖²`. -/
theorem checkerboard_energy (a : ℝ) :
    gridEnergy torus (fun _ _ => 1) a checkerboard
      = 4 / a ^ 2 * ∑ p, ‖checkerboard p‖ ^ 2 := by
  have hdeg : ∀ p, torus.degree p = 4 := by decide +kernel
  have halt : ∀ p q, torus.Adj p q →
      ((p.1.val + p.2.val) % 2 = 0 ↔ ¬ (q.1.val + q.2.val) % 2 = 0) := by decide +kernel
  have h := gridEnergy_add_neg torus (U := fun _ _ => 1) ⟨by simp, by simp⟩ a checkerboard
  -- with reversed link signs the checkerboard costs no energy
  have h0 : gridEnergy torus (-(fun _ _ => 1)) a checkerboard = 0 := by
    unfold gridEnergy
    rw [Finset.sum_eq_zero, mul_zero, mul_zero]
    refine fun p _ => Finset.sum_eq_zero fun q hq => ?_
    have hpq := halt p q ((torus.mem_neighborFinset p q).mp hq)
    by_cases hq0 : (q.1.val + q.2.val) % 2 = 0
    · have hp0 : ¬ (p.1.val + p.2.val) % 2 = 0 := fun hp => hpq.mp hp hq0
      simp [checkerboard, hp0, hq0]
    · have hp0 := hpq.mpr hq0
      simp [checkerboard, hp0, hq0]
  rw [h0, add_zero] at h
  simp only [hdeg, Nat.cast_ofNat, ← Finset.mul_sum] at h
  rw [h]
  ring
```

Without a field, neighbours satisfy $v_p+v_q=0$, so $\mathcal E_{-U}=0$ and the bound becomes an equality: the normalised state has energy exactly $4/a^2$. So $4/a^2$ cannot be lowered if the bound is to hold for all link phases. This does not make $Ba^2=8$ the exact threshold for a uniform field. `decide +kernel` checks the degrees and the alternation site by site.

## The continuum value B/2

```lean
/-- For symmetric kinetic momenta with `[πx, πy] = -iB`, the continuum energy is
`(B/2) ‖ψ‖²` plus the nonnegative term `‖(πx - i πy) ψ‖² / 2`. -/
theorem landau_energy_eq {H : Type*} [NormedAddCommGroup H] [InnerProductSpace ℂ H]
    {Px Py : H →ₗ[ℂ] H} (hx : Px.IsSymmetric) (hy : Py.IsSymmetric) {B : ℝ}
    (hcomm : ∀ ψ, Px (Py ψ) - Py (Px ψ) = (-(Complex.I * B)) • ψ) (ψ : H) :
    (‖Px ψ‖ ^ 2 + ‖Py ψ‖ ^ 2) / 2
      = B / 2 * ‖ψ‖ ^ 2 + ‖Px ψ - Complex.I • Py ψ‖ ^ 2 / 2 := by
  -- realised by differential operators on Schwartz functions of the plane (not built here)
  have hn : inner ℂ ψ ψ = ((‖ψ‖ ^ 2 : ℝ) : ℂ) :=
    (inner_self_eq_norm_sq_to_K (𝕜 := ℂ) ψ).trans (Complex.ofReal_pow _ _).symm
  have hz : inner ℂ (Px ψ) (Py ψ) - conj (inner ℂ (Px ψ) (Py ψ))
      = -(Complex.I * B) * ((‖ψ‖ ^ 2 : ℝ) : ℂ) := by
    rw [inner_conj_symm, hx ψ (Py ψ), hy ψ (Px ψ), ← inner_sub_right, hcomm,
      inner_smul_right, hn]
  have him := congrArg Complex.im hz
  simp only [Complex.sub_im, Complex.conj_im, Complex.neg_im, Complex.neg_re,
    Complex.mul_im, Complex.mul_re, Complex.I_re, Complex.I_im, Complex.ofReal_re,
    Complex.ofReal_im] at him
  have hre : RCLike.re (inner ℂ (Px ψ) (Complex.I • Py ψ))
      = -(inner ℂ (Px ψ) (Py ψ)).im := by
    rw [inner_smul_right]
    exact Complex.I_mul_re _
  rw [norm_sub_sq (𝕜 := ℂ), hre, norm_smul, Complex.norm_I, one_mul]
  linarith
```

`Px` and `Py` are the kinetic momenta $\pi_x,\pi_y$. Symmetry and the commutator give $2\,\mathrm{Im}\langle\pi_x\psi,\pi_y\psi\rangle=-B\|\psi\|^2$. Expanding the square,
$$\|(\pi_x-i\pi_y)\psi\|^2=\|\pi_x\psi\|^2+\|\pi_y\psi\|^2-B\|\psi\|^2 ,$$
so the energy is at least $(B/2)\|\psi\|^2$. The step left to the reader is to realise these operators as differential operators on Schwartz functions of the plane.

```lean
/-- The Gaussian profile `exp(-(k + Bx)²/(2B))` in Landau gauge, for `B > 0` and momentum `k` along
`y`, the coordinate on which the vector potential does not depend. -/
def landauProfile (B k x : ℝ) : ℝ := Real.exp (-(k + B * x) ^ 2 / (2 * B))
```

In Landau gauge, $\psi=e^{iky}\varphi(x)$ leaves a one-dimensional problem for this Gaussian $\varphi$.

```lean
/-- For `B > 0` the Gaussian profile is square integrable and solves the Landau-gauge
eigenvalue equation `-φ''/2 + (k + Bx)² φ/2 = (B/2) φ`. -/
theorem landauProfile_eigen {B : ℝ} (hB : 0 < B) (k : ℝ) :
    MeasureTheory.Integrable (fun x => landauProfile B k x ^ 2) ∧
    ∀ x, -(1 / 2) * deriv (deriv (landauProfile B k)) x
      + 1 / 2 * (k + B * x) ^ 2 * landauProfile B k x = B / 2 * landauProfile B k x := by
  constructor
  · obtain ⟨c, rfl⟩ : ∃ c, k = B * c := ⟨k / B, by field_simp⟩
    have h := (integrable_exp_neg_mul_sq hB).comp_add_right c
    convert h using 1
    ext x
    have hx : -(B * c + B * x) ^ 2 / (2 * B) = -B * (x + c) ^ 2 / 2 := by
      rw [div_eq_iff (by positivity)]
      ring
    rw [landauProfile, hx, ← Real.exp_nat_mul]
    congr 1
    push_cast
    ring
  · have l : ∀ x, HasDerivAt (fun y => k + B * y) B x := fun x => by
      simpa using ((hasDerivAt_id' x).const_mul B).const_add k
    have h1 : ∀ x, HasDerivAt (landauProfile B k) (-(k + B * x) * landauProfile B k x) x := by
      intro x
      have e : HasDerivAt (fun y => -(k + B * y) ^ 2 / (2 * B)) (-(k + B * x)) x := by
        have hf : (fun y => -(k + B * y) ^ 2 / (2 * B))
            = fun y => -((k + B * y) * (k + B * y)) / (2 * B) := by
          funext y
          ring
        rw [hf]
        exact ((((l x).fun_mul (l x)).fun_neg).div_const (2 * B)).congr_deriv (by
          rw [div_eq_iff (by positivity)]
          ring)
      exact e.exp.congr_deriv (by simp only [landauProfile]; ring)
    have h2 : deriv (landauProfile B k) = fun x => -(k + B * x) * landauProfile B k x :=
      funext fun x => (h1 x).deriv
    intro x
    have h3 := (l x).fun_neg.fun_mul (h1 x)
    rw [h2, h3.deriv]
    ring

end

end StrongFieldGrid
```

From $\varphi'=-(k+Bx)\varphi$ follows $\varphi''=\big((k+Bx)^2-B\big)\varphi$, which gives the eigenvalue $B/2$. Since $\varphi^2=e^{-B(x+k/B)^2}$, the profile is square integrable in $x$ for $B>0$. The product $e^{iky}\varphi(x)$ is not normalisable in the plane, but superposing such products with a smooth weight over a bounded range of $k$ gives a normalisable state with the same energy $B/2$. This last step is not formalised.

## Cubic grids

With six neighbours per site, `gridEnergy_le` gives $6/a^2$ in place of $4/a^2$. The same eigenvector argument then puts every grid energy below $B/2$ once $Ba^2>12$.

```lean
#print axioms StrongFieldGrid.grid_eigenvalue_lt_landau
#print axioms StrongFieldGrid.checkerboard_energy
#print axioms StrongFieldGrid.landau_energy_eq
#print axioms StrongFieldGrid.landauProfile_eigen
```

```
'StrongFieldGrid.grid_eigenvalue_lt_landau' depends on axioms: [propext, Classical.choice, Quot.sound]
'StrongFieldGrid.checkerboard_energy' depends on axioms: [propext, Classical.choice, Quot.sound]
'StrongFieldGrid.landau_energy_eq' depends on axioms: [propext, Classical.choice, Quot.sound]
'StrongFieldGrid.landauProfile_eigen' depends on axioms: [propext, Classical.choice, Quot.sound]
```
